# The basis error of $(u+tu')^2$ is $O(t)$ from $u^2$ alone and $O(t^2)$ once $uu'$ is added

Suppose that the square of an LAPW radial function $u+tu'$ is expanded in a basis that consists of $u^2$ alone, and that the products with $u'$ are left out because the coefficient $t$ is small. Unless $uu'$ happens to be a multiple of $u^2$, the error of the square then falls only in proportion to $|t|$ as $t\to0$: halving a small $t$ roughly halves it. With $uu'$ in the basis, halving $t$ divides the error by four.

Here $u$ is the radial function at the linearisation energy, $u'$ is its energy derivative (often written $\dot u$, and not a derivative in $r$), and $t$ is the weight of $u'$ relative to $u$. The result bears on which products to keep in a mixed product basis, as used in $GW$ or hybrid-functional calculations, for a model with one real radial function squared and one parameter $t$.

## Radial functions, products and the basis error

```lean
import Mathlib

open Filter Topology

namespace MixedProductBasis

noncomputable section

variable {V E : Type*} [AddCommGroup V] [Module ℝ V]
  [NormedAddCommGroup E] [NormedSpace ℝ E]
```

Two spaces are declared. `V` holds the radial functions and needs only addition and real scaling. `E` holds their products and also has a norm, which measures errors. Any norm is allowed, so a real inner-product space is a special case.

```lean
/-- The basis error of `x`: its distance from the space `W` spanned by the product basis. -/
def basisError (W : Submodule ℝ E) (x : E) : ℝ := Metric.infDist x (W : Set E)
```

The product basis enters through its span, a subspace $W$ of `E`. The basis error is

$$d_W(x)=\inf_{w\in W}\|x-w\|,$$

the infimum of the errors of all approximations to $x$ from $W$. Lean writes function application without brackets, so `basisError W x` is $d_W(x)$.

```lean
/-- The product of the radial function `u + t u'` with itself, for a bilinear product `B`. -/
def orbitalSquare (B : V →ₗ[ℝ] V →ₗ[ℝ] E) (u u' : V) (t : ℝ) : E :=
  B (u + t • u') (u + t • u')
```

The arrows in the type of `B` say that it takes two radial functions, linearly in each, and returns an element of `E`. Pointwise multiplication is the physical example, and `B u u'` is then $uu'$. The symbol `•` is multiplication by a real number, so `orbitalSquare B u u' t` is $p(t)=(u+tu')^2$. Its expansion in powers of $t$ is derived below from bilinearity.

## Five properties of the error

```lean
/-- The basis error is at most the error of any particular approximation from the basis. -/
theorem basisError_le (W : Submodule ℝ E) (x : E) {w : E} (hw : w ∈ W) :
    basisError W x ≤ ‖x - w‖ := by
  rw [← dist_eq_norm]
  exact Metric.infDist_le_dist_of_mem hw
```

A Lean theorem lists its hypotheses in brackets, then the claim after a colon, then the proof after `:=`. This one says that if $w\in W$, then $d_W(x)\le\|x-w\|$: an infimum is at most each of its members.

```lean
/-- A lower bound on the error of every approximation from the basis bounds the basis error. -/
theorem le_basisError (W : Submodule ℝ E) (x : E) {d : ℝ}
    (h : ∀ w ∈ W, d ≤ ‖x - w‖) : d ≤ basisError W x := by
  refine (Metric.le_infDist ⟨0, W.zero_mem⟩).2 ?_
  intro w hw
  rw [dist_eq_norm]
  exact h w hw
```

Conversely, if $d\le\|x-w\|$ for every $w\in W$, then $d\le d_W(x)$. The next three proofs rest on these two statements, together with the fact that a distance is never negative.

```lean
/-- Adding a function that the basis represents exactly does not change the basis error. -/
theorem basisError_add_mem (W : Submodule ℝ E) (x : E) {w : E} (hw : w ∈ W) :
    basisError W (x + w) = basisError W x := by
  apply le_antisymm
  · refine le_basisError W x fun v hv => ?_
    have h := basisError_le W (x + w) (W.add_mem hv hw)
    rwa [add_sub_add_right_eq_sub] at h
  · refine le_basisError W (x + w) fun v hv => ?_
    have h := basisError_le W x (W.sub_mem hv hw)
    have e : x - (v - w) = x + w - v := by abel
    rwa [e] at h
```

For $w\in W$ this says $d_W(x+w)=d_W(x)$. Take any $v\in W$. Then $v+w\in W$ and

$$\|(x+w)-(v+w)\|=\|x-v\|,$$

so $d_W(x+w)\le\|x-v\|$, and the infimum over $v$ gives one inequality. Approximating $x$ by $v-w$ gives the other. `le_antisymm` combines the two into an equality, and each bullet proves one of them.

```lean
/-- Scaling a function by `t` scales its basis error by `|t|`. -/
theorem basisError_smul (W : Submodule ℝ E) (t : ℝ) (x : E) :
    basisError W (t • x) = |t| * basisError W x := by
  by_cases ht : t = 0
  · have h := basisError_le W (0 : E) W.zero_mem
    have h0 : 0 ≤ basisError W (0 : E) := Metric.infDist_nonneg
    rw [sub_zero, norm_zero] at h
    rw [ht, zero_smul, abs_zero, zero_mul]
    exact le_antisymm h h0
  have hp : 0 < |t| := abs_pos.2 ht
  apply le_antisymm
  · rw [mul_comm, ← div_le_iff₀ hp]
    refine le_basisError W x fun v hv => ?_
    rw [div_le_iff₀ hp]
    have h := basisError_le W (t • x) (W.smul_mem t hv)
    rw [← smul_sub, norm_smul, Real.norm_eq_abs] at h
    linarith
  · refine le_basisError W (t • x) fun v hv => ?_
    have h := basisError_le W x (W.smul_mem t⁻¹ hv)
    have e : t • x - v = t • (x - t⁻¹ • v) := by
      rw [smul_sub, smul_smul, mul_inv_cancel₀ ht, one_smul]
    rw [e, norm_smul, Real.norm_eq_abs]
    exact mul_le_mul_of_nonneg_left h hp.le
```

This is $d_W(tx)=|t|\,d_W(x)$. For $t=0$ both sides vanish, since $0\in W$. For $t\ne0$, an approximation $v$ of $x$ gives the approximation $tv$ of $tx$, with error $|t|\,\|x-v\|$. An approximation $v$ of $tx$ gives $t^{-1}v$ for $x$ in the same way. The first bullet in the code is the case $t=0$, and the last two are these two directions.

```lean
/-- The basis error of a sum is at most the sum of the basis errors. -/
theorem basisError_add_le (W : Submodule ℝ E) (x y : E) :
    basisError W (x + y) ≤ basisError W x + basisError W y := by
  have h : basisError W (x + y) - basisError W y ≤ basisError W x := by
    refine le_basisError W x fun v hv => ?_
    have h' : basisError W (x + y) - ‖x - v‖ ≤ basisError W y := by
      refine le_basisError W y fun w hw => ?_
      have h1 := basisError_le W (x + y) (W.add_mem hv hw)
      have h2 := norm_add_le (x - v) (y - w)
      rw [add_sub_add_comm] at h1
      linarith
    linarith
  linarith
```

The triangle inequality holds for basis errors too: $d_W(x+y)\le d_W(x)+d_W(y)$. For $v,w\in W$,

$$d_W(x+y)\le\|(x+y)-(v+w)\|\le\|x-v\|+\|y-w\|.$$

Take the infimum over $w$ with $v$ fixed, then over $v$. The nested `have` statements do this in that order, and `linarith` supplies the linear rearrangements of inequalities.

## The error when only $u^2$ is kept

```lean
/-- If `u` and `u'` commute under the product, the basis `{u²}` represents the square of
`u + t u'` with an error that differs from `2|t| dist(uu', span{u²})` by at most
`t² dist(u'², span{u²})`. -/
theorem error_without_cross_term (B : V →ₗ[ℝ] V →ₗ[ℝ] E) (u u' : V)
    (h : B u' u = B u u') (t : ℝ) :
    |basisError (Submodule.span ℝ {B u u}) (orbitalSquare B u u' t)
        - 2 * |t| * basisError (Submodule.span ℝ {B u u}) (B u u')|
      ≤ t ^ 2 * basisError (Submodule.span ℝ {B u u}) (B u' u') := by
  have e : orbitalSquare B u u' t
      = ((2 * t) • B u u' + t ^ 2 • B u' u') + B u u := by
    simp only [orbitalSquare, map_add, map_smul, LinearMap.add_apply,
      LinearMap.smul_apply, h]
    module
  rw [e, basisError_add_mem _ _ (Submodule.mem_span_singleton_self _)]
  generalize Submodule.span ℝ {B u u} = W
  -- the triangle inequality, used in both directions
  have h1 := basisError_add_le W ((2 * t) • B u u') (t ^ 2 • B u' u')
  have h2 := basisError_add_le W ((2 * t) • B u u' + t ^ 2 • B u' u')
    ((-t ^ 2) • B u' u')
  have e2 : (2 * t) • B u u' + t ^ 2 • B u' u' + (-t ^ 2) • B u' u'
      = (2 * t) • B u u' := by module
  rw [e2] at h2
  simp only [basisError_smul, abs_neg, abs_mul, abs_two,
    abs_of_nonneg (sq_nonneg t)] at h1 h2
  rw [abs_le]
  constructor <;> linarith
```

The hypothesis `h` says $u'u=uu'$, which holds for pointwise multiplication; without it the cross term would be $t(uu'+u'u)$. Write $W_1=\mathrm{span}\{u^2\}$. The claim is

$$\bigl|\,d_{W_1}(p(t))-2|t|\,d_{W_1}(uu')\,\bigr|\le t^2\,d_{W_1}(u'^2)$$

for every real $t$. By bilinearity and `h`,

$$p(t)=u^2+2t\,uu'+t^2u'^2.$$

The basis represents $u^2$ exactly, so $d_{W_1}(p(t))=d_{W_1}(2t\,uu'+t^2u'^2)$. The triangle inequality and scaling give

$$d_{W_1}(p(t))\le 2|t|\,d_{W_1}(uu')+t^2d_{W_1}(u'^2).$$

For the opposite bound, write $2t\,uu'=(2t\,uu'+t^2u'^2)+(-t^2u'^2)$, which gives

$$2|t|\,d_{W_1}(uu')\le d_{W_1}(p(t))+t^2d_{W_1}(u'^2).$$

In the code, `e` is the expansion, and `h1` and `h2` are the two bounds. The tactic `module` checks the vector identities. Once $u^2$ has been removed, `generalize` replaces the span by an arbitrary subspace, because its particular form no longer matters.

## First order against second order

```lean
/-- For `u` and `u'` that commute under the product, the error of the square of `u + t u'` from the
basis `{u²}`, divided by `|t|`, tends to `2 dist(uu', span{u²})` as `t` tends to zero through
nonzero values; from the basis `{u², uu'}` the error is exactly `t² dist(u'², span{u², uu'})` for
every `t`. -/
theorem product_basis_error_orders (B : V →ₗ[ℝ] V →ₗ[ℝ] E) (u u' : V)
    (h : B u' u = B u u') :
    Tendsto (fun t : ℝ =>
        basisError (Submodule.span ℝ {B u u}) (orbitalSquare B u u' t) / |t|)
      (𝓝[≠] 0) (𝓝 (2 * basisError (Submodule.span ℝ {B u u}) (B u u'))) ∧
    ∀ t : ℝ, basisError (Submodule.span ℝ {B u u, B u u'}) (orbitalSquare B u u' t)
      = t ^ 2 * basisError (Submodule.span ℝ {B u u, B u u'}) (B u' u') := by
  constructor
  · rw [tendsto_iff_norm_sub_tendsto_zero]
    have hc : Continuous fun t : ℝ =>
        |t| * basisError (Submodule.span ℝ {B u u}) (B u' u') :=
      continuous_abs.mul continuous_const
    have hl := hc.tendsto 0
    rw [abs_zero, zero_mul] at hl
    refine squeeze_zero' (Eventually.of_forall fun t => norm_nonneg _) ?_
      (hl.mono_left nhdsWithin_le_nhds)
    filter_upwards [self_mem_nhdsWithin] with t ht
    have hp : 0 < |t| := abs_pos.2 ht
    have hb := error_without_cross_term B u u' h t
    -- divide the error bound by |t|
    have e : basisError (Submodule.span ℝ {B u u}) (orbitalSquare B u u' t) / |t|
          - 2 * basisError (Submodule.span ℝ {B u u}) (B u u')
        = (basisError (Submodule.span ℝ {B u u}) (orbitalSquare B u u' t)
          - 2 * |t| * basisError (Submodule.span ℝ {B u u}) (B u u')) / |t| := by
      rw [eq_div_iff hp.ne', sub_mul, div_mul_cancel₀ _ hp.ne']
      ring
    rw [Real.norm_eq_abs, e, abs_div, abs_abs, div_le_iff₀ hp]
    rw [← sq_abs t] at hb
    linarith
  · intro t
    have e : orbitalSquare B u u' t
        = t ^ 2 • B u' u' + (B u u + (2 * t) • B u u') := by
      simp only [orbitalSquare, map_add, map_smul, LinearMap.add_apply,
        LinearMap.smul_apply, h]
      module
    have hm : B u u + (2 * t) • B u u' ∈ Submodule.span ℝ {B u u, B u u'} :=
      Submodule.add_mem _ (Submodule.subset_span (by simp))
        (Submodule.smul_mem _ _ (Submodule.subset_span (by simp)))
    rw [e, basisError_add_mem _ _ hm, basisError_smul, abs_of_nonneg (sq_nonneg t)]
```

Let $W_2=\mathrm{span}\{u^2,uu'\}$. The symbol `∧` means "and", and the two claims are

$$\lim_{t\to0,\;t\neq0}\frac{d_{W_1}(p(t))}{|t|}=2\,d_{W_1}(uu'),\qquad d_{W_2}(p(t))=t^2\,d_{W_2}(u'^2)\ \text{ for all }t.$$

`Tendsto` expresses the limit, and `𝓝[≠] 0` says that $t$ approaches zero through nonzero values.

For the first claim, divide the previous bound by $|t|$:

$$\left|\frac{d_{W_1}(p(t))}{|t|}-2\,d_{W_1}(uu')\right|\le|t|\,d_{W_1}(u'^2)\to0.$$

The code proves that the right-hand side tends to zero (`hl`) and squeezes the left-hand side beneath it with `squeeze_zero'`.

For the second claim, $u^2+2t\,uu'$ lies in $W_2$ (this is `hm`) and does not affect the error. What remains is $t^2u'^2$, and scaling gives the identity, with no higher-order remainder.

The cost of omitting $uu'$ is truly of first order when $d_{W_1}(uu')>0$. If $uu'$ is a multiple of $u^2$, the limit is zero.

The theorem concerns the square of a single function. Products of different orbitals, angular factors and the interstitial region do not enter the model.

## When the coefficients are positive

```lean
/-- For a finite-dimensional product basis, the basis error of a function is positive exactly
when the function lies outside the span. -/
theorem basisError_pos_iff (W : Submodule ℝ E) [FiniteDimensional ℝ W] (x : E) :
    0 < basisError W x ↔ x ∉ W :=
  (W.closed_of_finiteDimensional.notMem_iff_infDist_pos ⟨0, W.zero_mem⟩).symm
```

For a finite-dimensional $W$, the error of $x$ is positive exactly when $x\notin W$. Such a subspace is closed, so a point outside it cannot be approximated arbitrarily well from within. Both $W_1$ and $W_2$ are of this kind, and the question of a nonzero coefficient becomes one of linear dependence.

```lean
/-- On a three-point grid with pointwise multiplication, `u = (1, 1, 1)` and `u' = (-1, 0, 1)`
commute, `uu'` has positive distance from `span{u²}`, and `u'²` from `span{u², uu'}`. -/
theorem product_basis_error_orders_witness :
    let B := LinearMap.mul ℝ (Fin 3 → ℝ)
    let u : Fin 3 → ℝ := ![1, 1, 1]
    let u' : Fin 3 → ℝ := ![-1, 0, 1]
    B u' u = B u u' ∧ 0 < basisError (Submodule.span ℝ {B u u}) (B u u') ∧
      0 < basisError (Submodule.span ℝ {B u u, B u u'}) (B u' u') := by
  intro B u u'
  refine ⟨mul_comm u' u, ?_, ?_⟩
  · rw [basisError_pos_iff, Submodule.mem_span_singleton]
    rintro ⟨k, hk⟩
    have h0 := congrFun hk 0
    have h1 := congrFun hk 1
    simp [B, u, u'] at h0 h1
    linarith
  · rw [basisError_pos_iff, Submodule.mem_span_pair]
    rintro ⟨k, l, hk⟩
    have h0 := congrFun hk 0
    have h1 := congrFun hk 1
    have h2 := congrFun hk 2
    simp [B, u, u'] at h0 h1 h2
    linarith

end

end MixedProductBasis
```

The functions here are triples of values on a three-point grid, multiplied point by point. With $u=(1,1,1)$ and $u'=(-1,0,1)$,

$$u^2=(1,1,1),\qquad uu'=(-1,0,1),\qquad u'^2=(1,0,1).$$

If $uu'=k\,u^2$, the first entry gives $k=-1$ and the second $k=0$, a contradiction. If $u'^2=k\,u^2+l\,uu'$, the entries give $k-l=1$, $k=0$ and $k+l=1$. The outer two add up to $k=1$, again a contradiction. `congrFun` extracts the individual entries, which Lean numbers from 0. Both distances are therefore positive.

## The grid example at $t=0.1$

The theorem above says only that the distances are positive; their sizes can be worked out directly. Lean's norm on these triples is the largest absolute entry. In that norm $d_{W_1}(uu')=1$ and $d_{W_2}(u'^2)=\tfrac12$. At $t=0.1$,

$$p=(0.9^2,\,1,\,1.1^2)=(0.81,\,1,\,1.21).$$

- **Only $u^2$ kept.** The best constant is the midpoint $1.01$ of the extreme entries. The error is $0.2=2|t|\cdot1$.
- **$u^2$ and $uu'$ kept.** The combination $1.005\,u^2+0.2\,uu'$ leaves the residual $(0.005,-0.005,0.005)$. The error is $0.005=t^2\cdot\tfrac12$.

At $t=0.05$ the two errors are $0.1$ and $0.00125$: the first has halved and the second has fallen by a factor of four.

```lean
#print axioms MixedProductBasis.product_basis_error_orders
-- 'MixedProductBasis.product_basis_error_orders' depends on axioms: [propext, Classical.choice, Quot.sound]
#print axioms MixedProductBasis.basisError_pos_iff
-- 'MixedProductBasis.basisError_pos_iff' depends on axioms: [propext, Classical.choice, Quot.sound]
```
